# At flux p/q in lowest terms, magnetic translation symmetry of a finite lattice makes every one-particle degeneracy a multiple of q

Suppose a program diagonalises the Hamiltonian of a charged particle on a finite lattice, with one third of a flux quantum through each unit cell, and reports a level with four states. Without a rule for the degeneracies, nothing about the number four looks suspicious. Nor can the states be labelled by the eigenvalues of both one-cell translations: at this flux the two translations do not commute, and they have no joint eigenvectors.

The rule is as follows. Let $T_1$ and $T_2$ be invertible complex matrices with
$$T_1T_2=e^{2\pi i p/q}\,T_2T_1,$$
where $q\ge 1$ and the integer $p$ is coprime to $q$. If a matrix $H$ commutes with both, then $q$ divides the dimension of every eigenspace of $H$. At flux $1/3$ an exactly fourfold level is therefore impossible while both translations are symmetries. If a program reports one, a symmetry may be broken, numerically close levels may have been grouped wrongly, or some states of the level may have been missed. For a finite non-interacting lattice model whose Hamiltonian and boundary conditions respect both translations, this gives a simple check on the computed one-particle spectrum.

```lean
import Mathlib

open Matrix

namespace MagneticTranslations

noncomputable section
```

## The flux phase and the twisted commutation relation

A charge carried around one unit cell with $p/q$ flux quanta through it acquires the Aharonov–Bohm phase
$$\omega=e^{2\pi i p/q}.$$
The flux quantum here is $h/|Q|$ for a particle of charge $Q$, where $h$ is Planck's constant. The sign of $p$ depends on the sign of the charge and on the orientation of the cell, and it does not affect the divisor $q$.

```lean
/-- The phase `exp (2 π i p / q)` for `p / q` flux quanta per unit cell, with `q ≠ 0`. -/
def fluxPhase (p : ℤ) (q : ℕ) : ℂ :=
  Complex.exp (2 * Real.pi * Complex.I * p / q)
```

Translating along the two sides of the cell in opposite orders gives results that differ by this phase, so $T_1T_2=\omega\,T_2T_1$. The relation is assumed here and not derived from a vector potential. The structure `IsMagneticPair` records it together with the invertibility of both matrices. Physical translations are unitary, but only invertibility is needed.

The index type `n` is finite, so the model is a finite system. On a finite torus of $L_1\times L_2$ cells, the boundary conditions require $T_1^{L_1}$ and $T_2^{L_2}$ to act as fixed phases. Both one-cell translations are compatible with this only if $L_1$ and $L_2$ are multiples of $q$; the hypotheses presuppose that this has been arranged.

```lean
/-- Two invertible matrices that commute up to the phase of `p / q` flux quanta. -/
structure IsMagneticPair {n : Type*} [Fintype n] [DecidableEq n] (p : ℤ) (q : ℕ)
    (T₁ T₂ : Matrix n n ℂ) : Prop where
  unit₁ : IsUnit T₁
  unit₂ : IsUnit T₂
  twist : T₁ * T₂ = fluxPhase p q • (T₂ * T₁)
```

## Which powers of the phase equal one

Raising the phase to the power $q$ removes the denominator:
$$\omega^q=e^{2\pi i p}=1.$$
In Lean, `Complex.exp_eq_one_iff` asks for the number of full turns, and the answer supplied is `p`.

```lean
/-- The `q`-th power of the flux phase is one. -/
theorem fluxPhase_pow_self (p : ℤ) {q : ℕ} (hq : q ≠ 0) : fluxPhase p q ^ q = 1 := by
  have hq' : (q : ℂ) ≠ 0 := Nat.cast_ne_zero.mpr hq
  rw [fluxPhase, ← Complex.exp_nat_mul, Complex.exp_eq_one_iff]
  exact ⟨p, by field_simp⟩
```

For a natural number $d$, suppose that $\omega^d=1$. Then $2\pi i\,dp/q=2\pi i\,m$ for some integer $m$, so
$$dp=mq.$$
Hence $q$ divides $dp$, and since $p$ and $q$ are coprime, $q$ divides $d$. Conversely, if $d=qm$, then $\omega^d=(\omega^q)^m=1$.

The proof obtains $dp=mq$ first as an equation between complex numbers (`hc`) and then between integers (`hz`), where coprimality can be used. The hypothesis `IsCoprime p (q : ℤ)` says that the flux fraction is in lowest terms.

```lean
/-- For `q ≥ 1` and `p` coprime to `q`, the `d`-th power of the flux phase is one exactly when `q`
divides `d`. -/
theorem fluxPhase_pow_eq_one_iff {p : ℤ} {q : ℕ} (hq : 1 ≤ q) (hpq : IsCoprime p (q : ℤ))
    (d : ℕ) : fluxPhase p q ^ d = 1 ↔ q ∣ d := by
  have hq0 : q ≠ 0 := by omega
  have hq' : (q : ℂ) ≠ 0 := Nat.cast_ne_zero.mpr hq0
  constructor
  · intro h
    rw [fluxPhase, ← Complex.exp_nat_mul, Complex.exp_eq_one_iff] at h
    obtain ⟨m, hm⟩ := h
    -- the total phase is a whole number of turns: d p = m q
    have hc : (d : ℂ) * p = m * q := by
      apply mul_left_cancel₀ Complex.two_pi_I_ne_zero
      have h1 : (2 * Real.pi * Complex.I) * ((d : ℂ) * p)
          = (d * (2 * Real.pi * Complex.I * p / q)) * q := by field_simp
      rw [h1, hm]
      ring
    have hz : (d : ℤ) * p = m * q := by exact_mod_cast hc
    have hdvd : (q : ℤ) ∣ (d : ℤ) * p := ⟨m, by rw [hz, mul_comm]⟩
    exact Int.natCast_dvd_natCast.mp (hpq.symm.dvd_of_dvd_mul_right hdvd)
  · rintro ⟨m, rfl⟩
    rw [pow_mul, fluxPhase_pow_self p hq0, one_pow]
```

## Determinants on an invariant subspace

Let $A$ and $B$ be invertible operators on a finite-dimensional space $V$ with $AB=\omega BA$, where $\omega$ may now be any complex number. Let $W$ be a subspace that both preserve, and write $A_W$ and $B_W$ for the restrictions. These are injective because $A$ and $B$ are, and an injective operator on a finite-dimensional space is invertible, so their determinants are nonzero. The relation also restricts:
$$A_WB_W=\omega\,B_WA_W.$$
Taking determinants, the scalar comes out once for each dimension of $W$:
$$\det A_W\,\det B_W=\omega^{\dim W}\,\det B_W\,\det A_W.$$
Cancelling the nonzero product leaves $\omega^{\dim W}=1$.

In the code, `hdet` proves that the determinants are nonzero, `hr` is the restricted relation, and `hd` is its determinant. The last two lines perform the cancellation.

```lean
/-- If two invertible operators on a finite-dimensional complex space commute up to a factor `ω` and
both preserve a subspace `W`, then `ω ^ dim W = 1`. -/
theorem phase_pow_finrank {V : Type*} [AddCommGroup V] [Module ℂ V] [FiniteDimensional ℂ V]
    {A B : Module.End ℂ V} {ω : ℂ} (hA : IsUnit A) (hB : IsUnit B)
    (hAB : A * B = ω • (B * A)) (W : Submodule ℂ V)
    (hAW : ∀ v ∈ W, A v ∈ W) (hBW : ∀ v ∈ W, B v ∈ W) :
    ω ^ Module.finrank ℂ W = 1 := by
  -- restrictions of invertible operators have nonzero determinant
  have hdet : ∀ C : Module.End ℂ V, IsUnit C → ∀ hC : (∀ v ∈ W, C v ∈ W),
      LinearMap.det (C.restrict hC) ≠ 0 := by
    intro C hu hC
    have hinj : Function.Injective C := ((Module.End.isUnit_iff C).mp hu).injective
    have hk : LinearMap.ker (C.restrict hC) = ⊥ := by
      rw [LinearMap.ker_eq_bot]
      intro x y hxy
      exact Subtype.ext (hinj (congrArg Subtype.val hxy))
    exact (((LinearMap.isUnit_iff_ker_eq_bot _).mpr hk).map LinearMap.det).ne_zero
  have hr : A.restrict hAW * B.restrict hBW
      = ω • (B.restrict hBW * A.restrict hAW) := by
    apply LinearMap.ext
    intro x
    exact Subtype.ext (LinearMap.congr_fun hAB (x : V))
  -- compare determinants of both sides
  have hd := congrArg LinearMap.det hr
  rw [map_mul, LinearMap.det_smul, map_mul] at hd
  apply mul_right_cancel₀ (mul_ne_zero (hdet B hB hBW) (hdet A hA hAW))
  linear_combination -hd
```

Combining this with the result on powers of $\omega$, every subspace preserved by both magnetic translations has dimension divisible by $q$. A joint eigenvector of $T_1$ and $T_2$ would span an invariant subspace of dimension one, so it can exist only for $q=1$. Taking the whole space for $W$ shows that the number of basis states must itself be a multiple of $q$.

Matrices act on column vectors of type `n → ℂ`. The map `toLinAlgEquiv'` turns a matrix into the corresponding operator and preserves products and scalar multiples, so it carries the twisted relation over to operators.

```lean
variable {n : Type*} [Fintype n] [DecidableEq n] {p : ℤ} {q : ℕ} {T₁ T₂ H : Matrix n n ℂ}

/-- For `q ≥ 1` and `p` coprime to `q`, every subspace preserved by both magnetic translations at
flux `p / q` has dimension divisible by `q`. -/
theorem dvd_finrank_of_invariant (hq : 1 ≤ q) (hpq : IsCoprime p (q : ℤ))
    (hT : IsMagneticPair p q T₁ T₂) (W : Submodule ℂ (n → ℂ))
    (h₁ : ∀ v ∈ W, T₁ *ᵥ v ∈ W) (h₂ : ∀ v ∈ W, T₂ *ᵥ v ∈ W) :
    q ∣ Module.finrank ℂ W := by
  have htw : toLinAlgEquiv' T₁ * toLinAlgEquiv' T₂
      = fluxPhase p q • (toLinAlgEquiv' T₂ * toLinAlgEquiv' T₁) := by
    have h := congrArg toLinAlgEquiv' hT.twist
    simpa only [map_mul, map_smul] using h
  exact (fluxPhase_pow_eq_one_iff hq hpq _).mp
    (phase_pow_finrank (hT.unit₁.map toLinAlgEquiv') (hT.unit₂.map toLinAlgEquiv') htw W
      (fun v hv => by simpa only [toLinAlgEquiv'_apply] using h₁ v hv)
      (fun v hv => by simpa only [toLinAlgEquiv'_apply] using h₂ v hv))
```

## Energy levels are invariant subspaces

If $Hv=Ev$ and $T$ is either translation, then
$$H(Tv)=T(Hv)=E\,(Tv).$$
A translated eigenvector thus stays in the same level, and the divisibility applies to that level.

The theorem reads: for $q\ge1$, $p$ coprime to $q$, a magnetic pair $T_1,T_2$ and a matrix $H$ commuting with both, $q$ divides the dimension of the eigenspace of $H$ at $E$, for every complex number $E$. `Commute H T₁` means $HT_1=T_1H$, and `Module.finrank` is the dimension. If $E$ is not an eigenvalue, the dimension is zero, which $q$ divides. The matrix $H$ need not be Hermitian. The step `key` is the displayed calculation.

```lean
/-- For `q ≥ 1` and `p` coprime to `q`, if `H` commutes with both magnetic translations at flux `p /
q`, the dimension of every eigenspace of `H` is divisible by `q`. -/
theorem dvd_finrank_eigenspace (hq : 1 ≤ q) (hpq : IsCoprime p (q : ℤ))
    (hT : IsMagneticPair p q T₁ T₂) (h₁ : Commute H T₁) (h₂ : Commute H T₂) (E : ℂ) :
    q ∣ Module.finrank ℂ (Module.End.eigenspace (toLinAlgEquiv' H) E) := by
  -- a translated eigenvector has the same energy
  have key : ∀ T : Matrix n n ℂ, Commute H T →
      ∀ v ∈ Module.End.eigenspace (toLinAlgEquiv' H) E,
        T *ᵥ v ∈ Module.End.eigenspace (toLinAlgEquiv' H) E := by
    intro T hc v hv
    rw [Module.End.mem_eigenspace_iff, toLinAlgEquiv'_apply] at hv ⊢
    rw [mulVec_mulVec, hc.eq, ← mulVec_mulVec, hv, mulVec_smul]
  exact dvd_finrank_of_invariant hq hpq hT _ (key T₁ h₁) (key T₂ h₂)
```

For a non-Hermitian $H$, such as an effective Hamiltonian with loss, the algebraic multiplicity of an eigenvalue can exceed the number of independent eigenvectors. It is the dimension of the generalised eigenspace, which contains the vectors $v$ with $(H-E)^kv=0$ for some $k$. Since $T$ commutes with $H$, it commutes with $(H-E)^k$, and
$$(H-E)^k\,Tv=T\,(H-E)^kv=0.$$
So the generalised eigenspace is invariant too, and $q$ divides the algebraic multiplicity. Mathlib already has the invariance under commuting operators, and the proof applies it to each translation.

```lean
/-- For `q ≥ 1` and `p` coprime to `q`, if `H` commutes with both magnetic translations at flux `p /
q`, the dimension of every generalised eigenspace of `H` is divisible by `q`. -/
theorem dvd_finrank_maxGenEigenspace (hq : 1 ≤ q) (hpq : IsCoprime p (q : ℤ))
    (hT : IsMagneticPair p q T₁ T₂) (h₁ : Commute H T₁) (h₂ : Commute H T₂) (E : ℂ) :
    q ∣ Module.finrank ℂ (Module.End.maxGenEigenspace (toLinAlgEquiv' H) E) := by
  have key : ∀ T : Matrix n n ℂ, Commute H T →
      ∀ v ∈ Module.End.maxGenEigenspace (toLinAlgEquiv' H) E,
        T *ᵥ v ∈ Module.End.maxGenEigenspace (toLinAlgEquiv' H) E := by
    intro T hc v hv
    have h := Module.End.mapsTo_maxGenEigenspace_of_comm (hc.map toLinAlgEquiv') E hv
    simpa only [toLinAlgEquiv'_apply, SetLike.mem_coe] using h
  exact dvd_finrank_of_invariant hq hpq hT _ (key T₁ h₁) (key T₂ h₂)
```

## A model with levels of exactly q states

An explicit example shows that the divisor is the best possible. Take basis states $|x,i\rangle$, where $x$ is an integer modulo $q$ and $i$ labels a level. The first translation is the clock matrix $Z$, which multiplies each state by a power of the phase:
$$Z|x,i\rangle=\omega^x|x,i\rangle.$$
In the code, the exponent is the representative of $x$ between $0$ and $q-1$.

```lean
/-- The clock matrix: the state `(x, i)` is multiplied by the `x`-th power of the phase. -/
def clock (p : ℤ) (q : ℕ) (ι : Type*) [DecidableEq ι] : Matrix (ZMod q × ι) (ZMod q × ι) ℂ :=
  diagonal fun s => fluxPhase p q ^ s.1.val
```

The second translation is the cyclic shift $S$:
$$S|x,i\rangle=|x+1,i\rangle.$$
The column index `s'` in the code is the initial state, and the row index `s` is the final one.

```lean
/-- The cyclic shift, which takes the state `(x, i)` to `(x + 1, i)`. -/
def shift (q : ℕ) (ι : Type*) [DecidableEq ι] : Matrix (ZMod q × ι) (ZMod q × ι) ℂ :=
  of fun s s' => if s = (s'.1 + 1, s'.2) then 1 else 0
```

The Hamiltonian assigns an energy that depends only on the level label:
$$H|x,i\rangle=\varepsilon_i|x,i\rangle.$$

```lean
/-- The Hamiltonian that gives the state `(x, i)` the energy `ε i`. -/
def levels (q : ℕ) {ι : Type*} [DecidableEq ι] (ε : ι → ℂ) :
    Matrix (ZMod q × ι) (ZMod q × ι) ℂ :=
  diagonal fun s => ε s.2
```

Applying the two translations in both orders gives
$$ZS|x,i\rangle=\omega^{x+1}|x+1,i\rangle=\omega\,SZ|x,i\rangle.$$
At $x=q-1$ the label returns to $0$, and the equation still holds because $\omega^q=1$. The clock matrix is invertible because its diagonal entries are nonzero, and the shift is inverted by its transpose. Both commute with $H$, since neither changes $i$ and the energy does not depend on $x$.

The auxiliary statement `step` is the rule for the exponent, including the return to $0$, and `hinv` says that the transpose undoes the shift. The clock matrix is shown to be invertible through its determinant, and the remaining goals compare matrix entries.

```lean
/-- Clock and shift are a magnetic pair at flux `p / q`, and both commute with the
Hamiltonian `levels q ε`. -/
theorem clock_shift_witness (p : ℤ) (q : ℕ) [NeZero q] {ι : Type*} [Fintype ι]
    [DecidableEq ι] (ε : ι → ℂ) :
    IsMagneticPair p q (clock p q ι) (shift q ι) ∧
      Commute (levels q ε) (clock p q ι) ∧ Commute (levels q ε) (shift q ι) := by
  have hω := fluxPhase_pow_self p (NeZero.ne q)
  have step : ∀ x : ZMod q, fluxPhase p q ^ (x + 1).val
      = fluxPhase p q * fluxPhase p q ^ x.val := by
    intro x
    rw [ZMod.val_add, ← pow_eq_pow_mod _ hω, pow_add, ZMod.val_one_eq_one_mod,
      ← pow_eq_pow_mod _ hω, pow_one, mul_comm]
  have key : ∀ s s' : ZMod q × ι,
      ((s'.1 + 1, s'.2) : ZMod q × ι) = (s.1 + 1, s.2) ↔ s = s' := by
    intro s s'
    constructor
    · intro h
      obtain ⟨h1, h2⟩ := Prod.mk.inj h
      exact Prod.ext (add_right_cancel h1).symm h2.symm
    · rintro rfl
      rfl
  -- the transpose undoes the shift
  have hinv : (shift q ι)ᵀ * shift q ι = 1 := by
    ext s s'
    rw [mul_apply, one_apply]
    simp only [transpose_apply, shift, of_apply, mul_ite, mul_one, mul_zero,
      Finset.sum_ite_eq', Finset.mem_univ, if_true, key]
  refine ⟨⟨?_, ⟨⟨shift q ι, (shift q ι)ᵀ, mul_eq_one_comm.mp hinv, hinv⟩, rfl⟩, ?_⟩, ?_, ?_⟩
  · rw [isUnit_iff_isUnit_det, clock, det_diagonal, isUnit_iff_ne_zero]
    exact Finset.prod_ne_zero_iff.mpr fun s _ => pow_ne_zero _ (Complex.exp_ne_zero _)
  · ext s s'
    rw [Matrix.smul_apply, clock, diagonal_mul, mul_diagonal, smul_eq_mul]
    simp only [shift, of_apply]
    split_ifs with h
    · rw [h]
      simp only [mul_one, one_mul]
      exact step s'.1
    · simp
  · change levels q ε * clock p q ι = clock p q ι * levels q ε
    simp only [levels, clock, diagonal_mul_diagonal, mul_comm]
  · change levels q ε * shift q ι = shift q ι * levels q ε
    ext s s'
    rw [levels, diagonal_mul, mul_diagonal]
    simp only [shift, of_apply]
    split_ifs with h
    · rw [h]
      simp only [mul_one, one_mul]
    · simp
```

Now let the energies $\varepsilon_j$ be distinct. A vector with amplitudes $v(x,j)$ is an eigenvector at energy $\varepsilon_i$, or zero, exactly when
$$(\varepsilon_j-\varepsilon_i)\,v(x,j)=0\quad\text{for all }x,j.$$
All amplitudes with $j\ne i$ vanish, and the $q$ amplitudes $v(x,i)$ are free. The level therefore has dimension exactly $q$. With $p$ coprime to $q$, this model meets every hypothesis of the divisibility theorem, so no larger divisor holds in general.

In the proof, `mem` is the eigenvalue equation written in amplitudes, `supp` is the vanishing on other levels, and `e` identifies the eigenspace with the functions of $x$ alone.

```lean
/-- If the energies `ε i` are distinct, each eigenspace of `levels q ε` at an energy `ε i` has
dimension exactly `q`. -/
theorem finrank_levels_eigenspace (q : ℕ) [NeZero q] {ι : Type*} [Fintype ι] [DecidableEq ι]
    {ε : ι → ℂ} (hε : Function.Injective ε) (i : ι) :
    Module.finrank ℂ (Module.End.eigenspace (toLinAlgEquiv' (levels q ε)) (ε i)) = q := by
  have mem : ∀ v : ZMod q × ι → ℂ,
      v ∈ Module.End.eigenspace (toLinAlgEquiv' (levels q ε)) (ε i) ↔
        ∀ s, ε s.2 * v s = ε i * v s := by
    intro v
    rw [Module.End.mem_eigenspace_iff, toLinAlgEquiv'_apply, funext_iff]
    simp only [levels, mulVec_diagonal, Pi.smul_apply, smul_eq_mul]
  -- an eigenvector vanishes on all other levels
  have supp : ∀ v ∈ Module.End.eigenspace (toLinAlgEquiv' (levels q ε)) (ε i),
      ∀ x j, j ≠ i → v (x, j) = 0 := by
    intro v hv x j hj
    by_contra hne
    exact hj (hε (mul_right_cancel₀ hne ((mem v).mp hv (x, j))))
  let e : Module.End.eigenspace (toLinAlgEquiv' (levels q ε)) (ε i) ≃ₗ[ℂ] (ZMod q → ℂ) :=
    { toFun := fun v x => v.1 (x, i)
      map_add' := fun _ _ => rfl
      map_smul' := fun _ _ => rfl
      invFun := fun f => ⟨fun s => if s.2 = i then f s.1 else 0, (mem _).mpr (by
        intro s
        by_cases h : s.2 = i <;> simp [h])⟩
      left_inv := by
        intro v
        apply Subtype.ext
        funext ⟨x, j⟩
        by_cases h : j = i
        · simp [h]
        · simp [h, supp v.1 v.2 x j h]
      right_inv := by
        intro f
        funext x
        simp }
  rw [e.finrank_eq, Module.finrank_fintype_fun_eq_card, ZMod.card]

end

end MagneticTranslations
```

```lean
#print axioms MagneticTranslations.fluxPhase_pow_eq_one_iff
#print axioms MagneticTranslations.dvd_finrank_eigenspace
#print axioms MagneticTranslations.dvd_finrank_maxGenEigenspace
#print axioms MagneticTranslations.finrank_levels_eigenspace
```

```
'MagneticTranslations.fluxPhase_pow_eq_one_iff' depends on axioms: [propext, Classical.choice, Quot.sound]
'MagneticTranslations.dvd_finrank_eigenspace' depends on axioms: [propext, Classical.choice, Quot.sound]
'MagneticTranslations.dvd_finrank_maxGenEigenspace' depends on axioms: [propext, Classical.choice, Quot.sound]
'MagneticTranslations.finrank_levels_eigenspace' depends on axioms: [propext, Classical.choice, Quot.sound]
```

## N electrons and the divisor q/gcd(N, q)

The determinant argument also covers interacting electrons, with a different phase. Translating all $N\ge1$ electrons together multiplies the one-electron phases, so the total translations commute up to
$$\omega^N=e^{2\pi i pN/q}.$$
In lowest terms this fraction has denominator $q/\gcd(N,q)$. If an $N$-electron Hamiltonian on a finite lattice commutes with both total translations, each of its level degeneracies is a multiple of $q/\gcd(N,q)$. This extension is argued here in prose and is not part of the Lean file.
